# The minimum band energy at fixed electron number equals the maximum of a function of the chemical potential

In the simplest zero-temperature band-structure calculation, with sharp occupations on a finite set of k-points, the levels from the diagonalisation are sorted, filled from the bottom until the electron number is reached, and the occupied energies are summed; smearing and tetrahedron schemes, common for metals, are not modelled here. This step assumes that filling from the bottom minimises the band energy and that the level where the filling stops is a valid chemical potential, in the sense of a Lagrange multiplier for the electron number, which need not be unique. Both hold for finitely many fixed levels with nonnegative weights and an electron number between zero and the total weight. Fixed levels mean non-interacting electrons, or one iteration of a self-consistent cycle, where the band energy is not the total energy.

## Levels, weights and occupations

An index \(k\) runs over a finite set `ι` and labels band and k-point together. Level \(k\) has real energy \(e_k\) and weight \(w_k\), the k-point weight times any degeneracy such as spin. The weight is the number of electrons the level can hold, hence \(w_k \ge 0\), the hypothesis `hw`. The total weight is \(W = \sum_k w_k\).

```lean
import Mathlib

open Finset

namespace BandEnergyDuality

noncomputable section

variable {ι : Type*} [Fintype ι]
```

Occupations \(f_k\) are admissible for electron number \(N\) if \(0 \le f_k \le 1\), the Pauli bound with spin absorbed in \(w_k\), and \(\sum_k w_k f_k = N\). The band energy is \(E(f) = \sum_k w_k f_k e_k\).

```lean
/-- Occupations `f` lie in `[0,1]` and hold `N` electrons when counted with the weights `w`. -/
def Admissible (w : ι → ℝ) (N : ℝ) (f : ι → ℝ) : Prop :=
  (∀ k, 0 ≤ f k ∧ f k ≤ 1) ∧ ∑ k, w k * f k = N

/-- The band energy `∑ w_k f_k e_k` of occupations `f`. -/
def bandEnergy (w e f : ι → ℝ) : ℝ := ∑ k, w k * f k * e k
```

Impose the constraint with a multiplier \(\mu\). In \(\mu N + \sum_k w_k f_k (e_k - \mu)\) each \(f_k\) is minimised separately, at \(1\) for \(e_k < \mu\) and at \(0\) for \(e_k > \mu\), which leaves
\[ D(\mu) = \mu N - \sum_k w_k \max(\mu - e_k, 0). \]

```lean
/-- The dual function `μ N - ∑ w_k max (μ - e_k, 0)` of the chemical potential `μ`. -/
def dual (w e : ι → ℝ) (N μ : ℝ) : ℝ := μ * N - ∑ k, w k * max (μ - e k) 0
```

The integrated density of states is a step function, and both one-sided values are needed: \(n_<(\mu)\) is the weight of levels with \(e_k < \mu\), and \(n_\le(\mu)\) the weight of levels with \(e_k \le \mu\).

```lean
/-- Total weight of the levels strictly below `μ`. -/
def countBelow (w e : ι → ℝ) (μ : ℝ) : ℝ := ∑ k, if e k < μ then w k else 0

/-- Total weight of the levels at or below `μ`. -/
def countUpTo (w e : ι → ℝ) (μ : ℝ) : ℝ := ∑ k, if e k ≤ μ then w k else 0
```

The aufbau filling \(f^{\mu,\theta}\) is \(1\) below \(\mu\), \(0\) above, and one common fraction \(\theta\) on all levels equal to \(\mu\).

```lean
/-- Aufbau filling: occupation `1` below `μ`, `θ` at `μ`, and `0` above `μ`. -/
def aufbau (e : ι → ℝ) (μ θ : ℝ) (k : ι) : ℝ :=
  if e k < μ then 1 else if e k = μ then θ else 0
```

## The dual function bounds the band energy from below

If \(\sum_k w_k f_k = N\), then \(\mu N = \sum_k w_k f_k \mu\), and
\[ E(f) - D(\mu) = \sum_k w_k \left[ f_k (e_k - \mu) + \max(\mu - e_k, 0) \right]. \]
In Lean `subst hN` replaces \(N\) by the sum, and `ring` compares term by term.

```lean
/-- For occupations holding `N` electrons, band energy minus dual function is the weighted sum
of `f_k (e_k - μ) + max (μ - e_k, 0)`. -/
theorem duality_gap (w e f : ι → ℝ) (N μ : ℝ) (hN : ∑ k, w k * f k = N) :
    bandEnergy w e f - dual w e N μ
      = ∑ k, w k * (f k * (e k - μ) + max (μ - e k) 0) := by
  subst hN
  unfold bandEnergy dual
  simp only [Finset.mul_sum, ← Finset.sum_sub_distrib]
  exact Finset.sum_congr rfl fun k _ => by ring
```

For a level \(\varepsilon\) with occupation \(x \in [0,1]\) the bracket equals \(x(\varepsilon - \mu) \ge 0\) when \(\mu \le \varepsilon\), and \((1 - x)(\mu - \varepsilon) \ge 0\) when \(\varepsilon \le \mu\). In Lean these two products are given as hints to `nlinarith`, together with the lower bounds \(0 \le \max(\mu - \varepsilon, 0)\) and \(\mu - \varepsilon \le \max(\mu - \varepsilon, 0)\) respectively.

```lean
/-- For a level `ε` with occupation `x` in `[0,1]`, `x (ε - μ) + max (μ - ε, 0)` is
nonnegative. -/
theorem gap_term_nonneg (ε μ x : ℝ) (h0 : 0 ≤ x) (h1 : x ≤ 1) :
    0 ≤ x * (ε - μ) + max (μ - ε) 0 := by
  rcases le_total μ ε with h | h
  · nlinarith [le_max_right (μ - ε) 0, mul_nonneg h0 (sub_nonneg.mpr h)]
  · nlinarith [le_max_left (μ - ε) 0, mul_nonneg (sub_nonneg.mpr h1) (sub_nonneg.mpr h)]
```

Multiplying by \(w_k \ge 0\) and summing gives \(D(\mu) \le E(f)\) for every real \(\mu\) and every admissible \(f\).

```lean
/-- With nonnegative weights, the dual function at any `μ` is at most the band energy of any
admissible occupations. -/
theorem dual_le_bandEnergy (w e f : ι → ℝ) (N μ : ℝ) (hw : ∀ k, 0 ≤ w k)
    (hf : Admissible w N f) : dual w e N μ ≤ bandEnergy w e f := by
  have h := duality_gap w e f N μ hf.2
  have h' : 0 ≤ ∑ k, w k * (f k * (e k - μ) + max (μ - e k) 0) :=
    Finset.sum_nonneg fun k _ =>
      mul_nonneg (hw k) (gap_term_nonneg _ _ _ (hf.1 k).1 (hf.1 k).2)
  linarith
```

## A Fermi level exists

Call \(\mu\) a Fermi level for \(N\) if \(n_<(\mu) \le N \le n_\le(\mu)\), and let \(0 \le N \le W\). With no levels at all, \(N = 0\) and \(\mu = 0\) serves. Otherwise the highest level \(m\) has \(n_\le(e_m) = W \ge N\), so there is a lowest level \(a\) with \(n_\le(e_a) \ge N\). If nothing lies below \(e_a\), then \(n_<(e_a) = 0 \le N\). If something does, let \(b\) be the highest level below, so that \(n_<(e_a) = n_\le(e_b)\). Were this larger than \(N\), the level \(b\) would already reach \(N\) at an energy below \(e_a\), against the choice of \(a\). `Finset.exists_min_image` and `Finset.exists_max_image` supply \(a\) and \(b\), and the sign of the weights is not used.

```lean
/-- For `0 ≤ N ≤ ∑ w_k` there is a Fermi level `μ`: the weight strictly below `μ` is at most
`N` and the weight at or below `μ` is at least `N`. -/
theorem exists_fermi_level (w e : ι → ℝ) (N : ℝ) (h0 : 0 ≤ N) (hN : N ≤ ∑ k, w k) :
    ∃ μ, countBelow w e μ ≤ N ∧ N ≤ countUpTo w e μ := by
  rcases isEmpty_or_nonempty ι with hι | hι
  · exact ⟨0, by simpa [countBelow] using h0, by simpa [countUpTo] using hN⟩
  obtain ⟨m, hm⟩ := Finite.exists_max e
  have htop : countUpTo w e (e m) = ∑ k, w k := by
    unfold countUpTo
    exact Finset.sum_congr rfl fun k _ => if_pos (hm k)
  -- the lowest level at which the count reaches `N`
  obtain ⟨a, ha, hmin⟩ := Finset.exists_min_image
    (univ.filter fun k => N ≤ countUpTo w e (e k)) e
    ⟨m, mem_filter.mpr ⟨mem_univ _, by rw [htop]; exact hN⟩⟩
  refine ⟨e a, ?_, (mem_filter.mp ha).2⟩
  by_cases hb : ∃ k, e k < e a
  · -- the highest level below it has not yet reached `N`
    obtain ⟨k, hk⟩ := hb
    obtain ⟨b, hb, hmax⟩ := Finset.exists_max_image (univ.filter fun k => e k < e a) e
      ⟨k, mem_filter.mpr ⟨mem_univ _, hk⟩⟩
    have hba : e b < e a := (mem_filter.mp hb).2
    have heq : countBelow w e (e a) = countUpTo w e (e b) := by
      unfold countBelow countUpTo
      refine Finset.sum_congr rfl fun j _ => if_congr ⟨fun h => ?_, fun h => ?_⟩ rfl rfl
      · exact hmax j (mem_filter.mpr ⟨mem_univ _, h⟩)
      · exact lt_of_le_of_lt h hba
    rw [heq]
    by_contra hc
    have := hmin b (mem_filter.mpr ⟨mem_univ _, (not_le.mp hc).le⟩)
    linarith
  · have hz : countBelow w e (e a) = 0 := by
      unfold countBelow
      exact Finset.sum_eq_zero fun j _ => if_neg fun h => hb ⟨j, h⟩
    linarith
```

In a program this can be done by a loop over the sorted levels that accumulates \(w_k\) and stops when the sum first reaches \(N\). The theorems use exact equality \(e_k = \mu\), whereas in floating-point arithmetic rounding errors can split levels that are exactly degenerate.

## The aufbau filling closes the gap

A level below \(\mu\) contributes \(w_k\) to both counts, a level at \(\mu\) only to \(n_\le\), and a level above to neither. Therefore
\[ \sum_k w_k f^{\mu,\theta}_k = (1 - \theta)\, n_<(\mu) + \theta\, n_\le(\mu). \]

```lean
/-- The electron number of the aufbau filling interpolates linearly in `θ` between the weight
strictly below `μ` and the weight at or below `μ`. -/
theorem aufbau_count (w e : ι → ℝ) (μ θ : ℝ) :
    ∑ k, w k * aufbau e μ θ k = (1 - θ) * countBelow w e μ + θ * countUpTo w e μ := by
  unfold countBelow countUpTo
  rw [Finset.mul_sum, Finset.mul_sum, ← Finset.sum_add_distrib]
  refine Finset.sum_congr rfl fun k _ => ?_
  rcases lt_trichotomy (e k) μ with h | h | h
  · simp only [aufbau, if_pos h, if_pos h.le]
    ring
  · simp only [aufbau, if_neg (not_lt.mpr h.ge), if_pos h, if_pos h.le]
    ring
  · simp only [aufbau, if_neg (not_lt.mpr h.le), if_neg h.ne', if_neg (not_le.mpr h)]
    ring
```

At a Fermi level take \(\theta = (N - n_<)/(n_\le - n_<) \in [0,1]\) if the counts differ, and \(\theta = 0\) if they agree, since both then equal \(N\); this is `hθ`. The filling is admissible, and each bracket of the gap vanishes: \((e_k - \mu) + (\mu - e_k) = 0\) below \(\mu\), and \(0 + 0\) at or above it. Hence \(E(f^{\mu,\theta}) = D(\mu)\).

```lean
/-- At a Fermi level `μ` for `N` electrons, some aufbau filling with `θ` in `[0,1]` is
admissible and its band energy equals the dual function at `μ`. -/
theorem aufbau_closes_gap (w e : ι → ℝ) (N μ : ℝ) (h1 : countBelow w e μ ≤ N)
    (h2 : N ≤ countUpTo w e μ) :
    ∃ θ, 0 ≤ θ ∧ θ ≤ 1 ∧ Admissible w N (aufbau e μ θ) ∧
      bandEnergy w e (aufbau e μ θ) = dual w e N μ := by
  have hθ : ∀ A B : ℝ, A ≤ N → N ≤ B → ∃ θ, 0 ≤ θ ∧ θ ≤ 1 ∧ (1 - θ) * A + θ * B = N := by
    intro A B hA hB
    rcases eq_or_lt_of_le (hA.trans hB) with h | h
    · exact ⟨0, le_rfl, zero_le_one, by linarith⟩
    · have hd : 0 < B - A := sub_pos.mpr h
      have hc : (N - A) / (B - A) * (B - A) = N - A := div_mul_cancel₀ _ hd.ne'
      exact ⟨(N - A) / (B - A), div_nonneg (by linarith) hd.le,
        (div_le_one hd).mpr (by linarith), by linear_combination hc⟩
  obtain ⟨θ, t0, t1, ht⟩ := hθ _ _ h1 h2
  have hN : ∑ k, w k * aufbau e μ θ k = N := by rw [aufbau_count, ht]
  refine ⟨θ, t0, t1, ⟨fun k => ?_, hN⟩, ?_⟩
  · unfold aufbau
    split_ifs <;> constructor <;> linarith
  · -- every term of the gap vanishes
    rw [← sub_eq_zero, duality_gap w e _ N μ hN]
    refine Finset.sum_eq_zero fun k _ => ?_
    rcases lt_trichotomy (e k) μ with h | h | h
    · have hk : aufbau e μ θ k = 1 := if_pos h
      rw [hk, max_eq_left (sub_nonneg.mpr h.le)]
      ring
    · simp [h]
    · have hk : aufbau e μ θ k = 0 := by simp [aufbau, h.ne', not_lt.mpr h.le]
      rw [hk, max_eq_right (sub_nonpos.mpr h.le)]
      ring
```

Writing the Fermi condition as \(n_\le(\mu) = N\) goes wrong when a level is partly filled. For one level \(\varepsilon\) with \(w = 2\) and \(N = 1\), \(n_\le\) takes only the values \(0\) and \(2\). The two-sided condition gives \(\mu = \varepsilon\), \(\theta = 1/2\) and \(E = D = \varepsilon\).

## Minimum equals maximum

For \(w_k \ge 0\) and \(0 \le N \le W\),
\[ \min_{f\ \text{admissible}} E(f) = \max_{\mu \in \mathbb{R}} D(\mu). \]
The Lean statement gives one number `E` that belongs to the set of band energies of admissible occupations and lies below all of them (`IsLeast`), and that belongs to `Set.range (dual w e N)` and lies above all its elements (`IsGreatest`). Both extrema are thus attained. Zero weights are allowed, and uniqueness of \(f\) or of \(\mu\) is not claimed. The witness is \(D(\mu)\) at a Fermi level. It is at most \(E(f')\) for admissible \(f'\) by the lower bound, and for any real \(\nu\) one has \(D(\nu) \le E(f^{\mu,\theta}) = D(\mu)\).

```lean
/-- Band energy duality: for nonnegative weights and `0 ≤ N ≤ ∑ w_k`, the minimum of the band
energy over admissible occupations equals the maximum of the dual function over real `μ`. -/
theorem band_energy_duality (w e : ι → ℝ) (N : ℝ) (hw : ∀ k, 0 ≤ w k) (h0 : 0 ≤ N)
    (hN : N ≤ ∑ k, w k) :
    ∃ E, IsLeast (bandEnergy w e '' {f | Admissible w N f}) E ∧
      IsGreatest (Set.range (dual w e N)) E := by
  obtain ⟨μ, h1, h2⟩ := exists_fermi_level w e N h0 hN
  obtain ⟨θ, -, -, hf, hE⟩ := aufbau_closes_gap w e N μ h1 h2
  refine ⟨dual w e N μ, ⟨⟨_, hf, hE⟩, ?_⟩, ⟨μ, rfl⟩, ?_⟩
  · rintro _ ⟨f, hf', rfl⟩
    exact dual_le_bandEnergy w e f N μ hw hf'
  · rintro _ ⟨ν, rfl⟩
    exact (dual_le_bandEnergy w e _ N ν hw hf).trans_eq hE
```

## Electron numbers outside the capacity

For \(N < 0\) or \(N > W\), \(D\) exceeds any given real \(C\). Put \(S = \sum_k w_k |e_k|\) and let \(t \ge 0\). For \(N < 0\), \(\max(-t - e_k, 0) \le |e_k|\) gives \(D(-t) \ge t(-N) - S\). For \(N > W\), \(\max(t - e_k, 0) \le t + |e_k|\) gives \(D(t) \ge t(N - W) - S\). With \(d > 0\) the factor multiplying \(t\), `key` chooses \(t d = |C| + S + 1\), so that \(D \ge |C| + 1 > C\).

```lean
/-- For nonnegative weights and `N < 0` or `N > ∑ w_k`, the dual function is unbounded
above. -/
theorem dual_unbounded (w e : ι → ℝ) (N : ℝ) (hw : ∀ k, 0 ≤ w k)
    (hN : N < 0 ∨ ∑ k, w k < N) (C : ℝ) : ∃ μ, C < dual w e N μ := by
  obtain ⟨S, hS⟩ : ∃ S, S = ∑ k, w k * |e k| := ⟨_, rfl⟩
  have hS0 : 0 ≤ S := by
    rw [hS]
    exact Finset.sum_nonneg fun k _ => mul_nonneg (hw k) (abs_nonneg _)
  have key : ∀ d : ℝ, 0 < d → ∃ t, 0 ≤ t ∧ t * d = |C| + S + 1 := fun d hd =>
    ⟨(|C| + S + 1) / d, div_nonneg (by linarith [abs_nonneg C]) hd.le,
      div_mul_cancel₀ _ hd.ne'⟩
  unfold dual
  rcases hN with h | h
  · obtain ⟨t, t0, ht⟩ := key (-N) (by linarith)
    have hb : ∑ k, w k * max (-t - e k) 0 ≤ S := by
      rw [hS]
      exact Finset.sum_le_sum fun k _ => mul_le_mul_of_nonneg_left
        (max_le (by linarith [neg_abs_le (e k)]) (abs_nonneg _)) (hw k)
    exact ⟨-t, by nlinarith [le_abs_self C]⟩
  · obtain ⟨t, t0, ht⟩ := key (N - ∑ k, w k) (by linarith)
    have hb : ∑ k, w k * max (t - e k) 0 ≤ t * ∑ k, w k + S := by
      rw [hS, Finset.mul_sum, ← Finset.sum_add_distrib]
      refine Finset.sum_le_sum fun k _ => ?_
      have hm : max (t - e k) 0 ≤ t + |e k| :=
        max_le (by linarith [neg_abs_le (e k)]) (by linarith [abs_nonneg (e k)])
      nlinarith [mul_le_mul_of_nonneg_left hm (hw k)]
    exact ⟨t, by nlinarith [le_abs_self C]⟩
```

## The maximisers are the Fermi levels

For \(w_k \ge 0\) and any real \(N\), \(\mu\) maximises \(D\) exactly when \(n_<(\mu) \le N \le n_\le(\mu)\). From right to left this repeats the inequality \(D(\nu) \le D(\mu)\) above. Conversely, a maximiser excludes unboundedness, so \(0 \le N \le W\) (`hr`), and a minimiser \(f\) exists with \(E(f) = D(\mu)\). The gap is a vanishing sum of nonnegative terms, so each term vanishes (`hz`). For \(e_k < \mu\) this reads \((w_k - w_k f_k)(\mu - e_k) = 0\), so \(w_k f_k = w_k\). For \(e_k > \mu\) it reads \(w_k f_k (e_k - \mu) = 0\), so \(w_k f_k = 0\). For the remaining levels \(0 \le w_k f_k \le w_k\) suffices, and summation gives \(n_<(\mu) \le \sum_k w_k f_k \le n_\le(\mu)\). For levels \(0\) and \(1\) with unit weights and \(N = 1\), the condition selects the whole interval \(0 \le \mu \le 1\), as in an insulator at zero temperature.

```lean
/-- For nonnegative weights, `μ` maximises the dual function exactly when `N` lies between the
weight strictly below `μ` and the weight at or below `μ`. -/
theorem maximiser_iff_fermi_level (w e : ι → ℝ) (N μ : ℝ) (hw : ∀ k, 0 ≤ w k) :
    (∀ ν, dual w e N ν ≤ dual w e N μ) ↔
      countBelow w e μ ≤ N ∧ N ≤ countUpTo w e μ := by
  constructor
  · intro hmax
    have hr : ¬ (N < 0 ∨ ∑ k, w k < N) := fun h => by
      obtain ⟨ν, hν⟩ := dual_unbounded w e N hw h (dual w e N μ)
      linarith [hmax ν]
    obtain ⟨E, ⟨⟨f, hf, hE⟩, -⟩, ⟨ν, hν⟩, -⟩ := band_energy_duality w e N hw
      (not_lt.mp fun h => hr (Or.inl h)) (not_lt.mp fun h => hr (Or.inr h))
    have hf : Admissible w N f := hf
    -- the gap between a minimiser `f` and `μ` vanishes, hence so does each term
    have hsum : ∑ k, w k * (f k * (e k - μ) + max (μ - e k) 0) = 0 := by
      rw [← duality_gap w e f N μ hf.2]
      linarith [hmax ν, dual_le_bandEnergy w e f N μ hw hf]
    have hz := (Finset.sum_eq_zero_iff_of_nonneg fun k _ =>
      mul_nonneg (hw k) (gap_term_nonneg (e k) μ (f k) (hf.1 k).1 (hf.1 k).2)).mp hsum
    have h1 : countBelow w e μ ≤ ∑ k, w k * f k := by
      unfold countBelow
      refine Finset.sum_le_sum fun k hk => ?_
      split_ifs with h
      · have hk := hz k hk
        rw [max_eq_left (sub_nonneg.mpr h.le)] at hk
        have hp : (w k - w k * f k) * (μ - e k) = 0 := by linear_combination hk
        linarith [(mul_eq_zero.mp hp).resolve_right (sub_pos.mpr h).ne']
      · exact mul_nonneg (hw k) (hf.1 k).1
    have h2 : ∑ k, w k * f k ≤ countUpTo w e μ := by
      unfold countUpTo
      refine Finset.sum_le_sum fun k hk => ?_
      split_ifs with h
      · exact mul_le_of_le_one_right (hw k) (hf.1 k).2
      · have hlt : μ < e k := not_le.mp h
        have hk := hz k hk
        rw [max_eq_right (sub_nonpos.mpr hlt.le)] at hk
        have hp : (w k * f k) * (e k - μ) = 0 := by linear_combination hk
        exact ((mul_eq_zero.mp hp).resolve_right (sub_pos.mpr hlt).ne').le
    rw [hf.2] at h1 h2
    exact ⟨h1, h2⟩
  · rintro ⟨h1, h2⟩ ν
    obtain ⟨θ, -, -, hf, hE⟩ := aufbau_closes_gap w e N μ h1 h2
    exact (dual_le_bandEnergy w e _ N ν hw hf).trans_eq hE

end

end BandEnergyDuality
```

```lean
#print axioms BandEnergyDuality.band_energy_duality
-- 'BandEnergyDuality.band_energy_duality' depends on axioms: [propext, Classical.choice, Quot.sound]
#print axioms BandEnergyDuality.maximiser_iff_fermi_level
-- 'BandEnergyDuality.maximiser_iff_fermi_level' depends on axioms: [propext, Classical.choice, Quot.sound]
```
